# Overlaps of doubly external contracted functions with empty external orbitals reduce to the two-particle density matrix

Q: The doubly excited functions of an internally contracted calculation can be linearly dependent. One way to remove the dependencies is to diagonalise the overlap matrix and discard the null vectors. For excitations into two virtual orbitals, my code diagonalises one matrix built from the active space and uses the result for every virtual pair. What entitles it to do that?

A: The overlap factorises. Let $a_p$ annihilate an electron in spin orbital $p$, let $c_p=a_p^\dagger$ create one, and let $\psi$ be the reference state. The contracted functions are $c_pc_qa_ua_t\psi$. If $a_p\psi=a_q\psi=0$, then

$$\langle c_pc_qa_ua_t\psi,\;c_rc_sa_wa_v\psi\rangle=(\delta_{pr}\delta_{qs}-\delta_{ps}\delta_{qr})\,\Gamma(tu,vw),$$

$$\Gamma(tu,vw)=\langle\psi,\,c_tc_ua_wa_v\psi\rangle .$$

List each virtual pair once, with $p<q$ and $r<s$. The second product of deltas is then zero. If every virtual pair is combined with the same active pairs $(t,u)$, the metric consists of identical blocks $\Gamma$, one per virtual pair. If spin conservation leaves some combinations out, each block is the corresponding submatrix of $\Gamma$. For orthonormal spin orbitals and exactly empty virtuals, internally contracted configuration interaction or perturbation theory can therefore take this part of its metric from the two-particle density matrix.

Q: Derive it for me before you show any code.

A: Three steps suffice. First, an empty orbital stays empty when electrons are removed, because annihilators anticommute:

$$a_pa_ua_t\psi=-a_ua_pa_t\psi=a_ua_ta_p\psi=0 .$$

The same holds for $q$ and for the labels $v,w$. Second, write $\chi=a_wa_v\psi$, so that $a_p\chi=a_q\chi=0$. From $a_pc_r=\delta_{pr}-c_ra_p$,

$$a_pc_rc_s\chi=\delta_{pr}c_s\chi-c_ra_pc_s\chi=\delta_{pr}c_s\chi-\delta_{ps}c_r\chi,$$

$$a_qa_pc_rc_s\chi=(\delta_{pr}\delta_{qs}-\delta_{ps}\delta_{qr})\chi .$$

Third, adjointness moves $c_p$ and then $c_q$ from the left of the overlap to the right, which produces exactly $a_qa_pc_rc_s\chi$. What remains is

$$\langle a_ua_t\psi,a_wa_v\psi\rangle=\langle a_t\psi,c_ua_wa_v\psi\rangle=\langle\psi,c_tc_ua_wa_v\psi\rangle=\Gamma(tu,vw).$$

Q: Give me numbers.

A: Take active orbitals 1 to 4, virtuals 5 and 6, the vacuum $|0\rangle$, and the normalised state $\psi=0.8\,c_1c_2|0\rangle+0.6\,c_3c_4|0\rangle$. Then $a_2a_1\psi=0.8|0\rangle$ and $a_4a_3\psi=0.6|0\rangle$. On the pairs $(1,2)$ and $(3,4)$,

$$\Gamma=\begin{pmatrix}0.64&0.48\\0.48&0.36\end{pmatrix},$$

with eigenvalues 1 and 0. The null vector is $(0.6,-0.8)$. Indeed, the contracted functions are $0.8\,c_5c_6|0\rangle$ and $0.6\,c_5c_6|0\rangle$, and that combination of them vanishes.

Q: Now the formal version. What kind of space and orbitals does it assume?

A: `H` is a complex inner product space and `ι` is the set of spin-orbital labels. Neither has to be finite. The inner product is conjugate-linear in its first argument, as in Dirac notation.

In Lean 4 with Mathlib:

```lean
import Mathlib

open Matrix
open scoped InnerProductSpace ComplexConjugate ComplexOrder

namespace DoublyExternalOverlap

noncomputable section

variable {ι H : Type*} [DecidableEq ι] [NormedAddCommGroup H] [InnerProductSpace ℂ H]
```

The deltas are complex numbers, so they can multiply overlaps directly.

```lean
/-- The Kronecker delta of two orbital labels. -/
def delta (p q : ι) : ℂ := if p = q then 1 else 0
```

Q: Where does the fermionic physics enter?

A: In one structure, whose three fields are hypotheses on the operators. `adj` says that `c p` is the adjoint of `a p`; `anti` and `car` are the anticommutators. The delta in `car` encodes orthonormal orbitals, so a nonorthogonal orbital basis is not covered.

```lean
/-- Annihilators `a` and creators `c` are mutually adjoint and obey the canonical
anticommutation relations. -/
structure IsCAR (a c : ι → H →ₗ[ℂ] H) : Prop where
  adj : ∀ p x y, ⟪c p x, y⟫_ℂ = ⟪x, a p y⟫_ℂ
  anti : ∀ p q x, a p (a q x) + a q (a p x) = 0
  car : ∀ p q x, a p (c q x) + c q (a p x) = delta p q • x
```

Q: I see no relation between two creators.

A: It follows from `adj` and `anti` by taking adjoints, and the proofs do not need it separately.

Q: Are the contracted function and the density matrix the ones I would write?

A: Yes, with the index order used above. In `contracted a c ψ p q t u`, the first two labels are created and the last two removed, with $a_t$ acting first.

```lean
/-- The internally contracted function `a_p^+ a_q^+ a_u a_t ψ`. -/
def contracted (a c : ι → H →ₗ[ℂ] H) (ψ : H) (p q t u : ι) : H :=
  c p (c q (a u (a t ψ)))
```

The density matrix has no factor $1/2$. Nor is $\psi$ assumed to be normalised: for a nonzero $\psi$, divide both the overlap and $\Gamma$ by $\|\psi\|^2$ to obtain normalised values.

```lean
/-- The two-particle density matrix `⟨ψ, a_t^+ a_u^+ a_w a_v ψ⟩`. -/
def rdm2 (a c : ι → H →ₗ[ℂ] H) (ψ : H) (t u v w : ι) : ℂ :=
  ⟪ψ, c t (c u (a w (a v ψ)))⟫_ℂ
```

Q: Show me where your three steps went.

A: The last one comes first. `inner_pair_removed` identifies $\Gamma$ as the overlap matrix of the states with two electrons removed. Its local statement `flip` is adjointness read in the other direction, obtained by complex conjugation and used twice.

```lean
variable {a c : ι → H →ₗ[ℂ] H}

/-- The density matrix is the overlap matrix of the states with two electrons removed. -/
theorem inner_pair_removed (h : IsCAR a c) (ψ : H) (t u v w : ι) :
    ⟪a u (a t ψ), a w (a v ψ)⟫_ℂ = rdm2 a c ψ t u v w := by
  have flip : ∀ p x y, ⟪a p x, y⟫_ℂ = ⟪x, c p y⟫_ℂ := by
    intro p x y
    rw [← inner_conj_symm (a p x) y, ← h.adj, inner_conj_symm]
  rw [flip, flip, rdm2]
```

Next comes the persistence of empty orbitals. The two rewrites with `h.anti` are the two sign changes, after which `hp` supplies the zero.

```lean
/-- An orbital that is empty in `ψ` stays empty when two electrons are removed. -/
theorem empty_after_removal (h : IsCAR a c) {ψ : H} {p : ι} (hp : a p ψ = 0) (t u : ι) :
    a p (a u (a t ψ)) = 0 := by
  rw [eq_neg_of_add_eq_zero_left (h.anti p u (a t ψ)),
    eq_neg_of_add_eq_zero_left (h.anti p t ψ), hp]
  simp
```

The contraction of operators follows. The local statement `one` is $a_kc_l\chi=\delta_{kl}\chi$ for an orbital $k$ empty in $\chi$. The main rewrite moves $a_p$ past $c_r$ and applies `one` to $a_pc_s\chi$. It then applies `one` to the two remaining terms, $a_qc_s\chi$ and $a_qc_r\chi$; `module` collects the coefficients.

```lean
/-- Two annihilators of orbitals empty in `χ`, applied after two creators, give back `χ`
times the antisymmetrised product of deltas. -/
theorem external_contraction (h : IsCAR a c) {χ : H} {p q : ι}
    (hp : a p χ = 0) (hq : a q χ = 0) (r s : ι) :
    a q (a p (c r (c s χ))) =
      (delta p r * delta q s - delta p s * delta q r) • χ := by
  have one : ∀ k l, a k χ = 0 → a k (c l χ) = delta k l • χ := by
    intro k l hk
    have := h.car k l χ
    rwa [hk, map_zero, add_zero] at this
  -- move the first annihilator to the right, then the second
  rw [eq_sub_of_add_eq (h.car p r (c s χ)), one p s hp, map_sub, map_smul, map_smul,
    map_smul, one q s hq, one q r hq]
  module
```

The overlap theorem assembles these. Two uses of `h.adj` carry the creators across, `external_contraction` gives the deltas, and `inner_pair_removed` gives $\Gamma$.

```lean
/-- If `p` and `q` are empty in `ψ`, the overlap of two contracted functions is the
antisymmetrised delta of the created orbitals times the two-particle density matrix. -/
theorem doubly_external_overlap (h : IsCAR a c) {ψ : H} {p q : ι}
    (hp : a p ψ = 0) (hq : a q ψ = 0) (r s t u v w : ι) :
    ⟪contracted a c ψ p q t u, contracted a c ψ r s v w⟫_ℂ =
      (delta p r * delta q s - delta p s * delta q r) * rdm2 a c ψ t u v w := by
  unfold contracted
  rw [h.adj, h.adj, external_contraction h (empty_after_removal h hp v w)
    (empty_after_removal h hq v w), inner_smul_right, inner_pair_removed h]
```

Q: Only `p` and `q` are assumed empty. Shouldn't `r` and `s` be virtual too?

A: They may be any orbitals. The annihilators that have to reach $\psi$ come from the left-hand function, so only its created orbitals matter. The labels `t u v w` are unrestricted as well, and $\psi$ need not be an eigenstate or have a definite particle number.

Q: And if one of the two is occupied after all?

A: Then the formula can fail. Take $\psi=c_1c_2c_3|0\rangle$ with $p=3$ filled and $q=4$ empty. Since $a_2a_1\psi=c_3|0\rangle$, the contracted function is $c_3c_4c_3|0\rangle=0$, with squared norm 0. The right-hand side for $r=3$, $s=4$ is $\Gamma(12,12)=\|c_3|0\rangle\|^2=1$.

Q: My code also relies on the metric having no negative eigenvalues.

A: That comes from a general identity for vectors $f_i$ and coefficients $x_i$:

$$\sum_{ij}\bar x_i\langle f_i,f_j\rangle x_j=\Big\|\sum_i x_if_i\Big\|^2 .$$

The proof expands the norm as an inner product of two sums and compares terms.

```lean
/-- The quadratic form of an overlap matrix is the squared norm of the linear combination. -/
theorem gram_form {κ : Type*} (P : Finset κ) (f : κ → H) (x : κ → ℂ) :
    ∑ i ∈ P, ∑ j ∈ P, conj (x i) * ⟪f i, f j⟫_ℂ * x j =
      ((‖∑ i ∈ P, x i • f i‖ ^ 2 : ℝ) : ℂ) := by
  have self : ∀ y : H, ⟪y, y⟫_ℂ = ((‖y‖ ^ 2 : ℝ) : ℂ) := by
    intro y
    apply Complex.ext
    · rw [Complex.ofReal_re]
      exact inner_self_eq_norm_sq (𝕜 := ℂ) y
    · rw [Complex.ofReal_im]
      exact inner_self_im (𝕜 := ℂ) y
  rw [← self, sum_inner]
  refine Finset.sum_congr rfl fun i _ => ?_
  rw [inner_sum]
  refine Finset.sum_congr rfl fun j _ => ?_
  rw [inner_smul_left, inner_smul_right]
  ring
```

With $f_{(t,u)}=a_ua_t\psi$, the left side is the quadratic form of $\Gamma$. It is therefore real and nonnegative, which is what `0 ≤` means for a complex number here. `P` is any finite set of ordered orbital pairs, and no orbital has to be empty.

```lean
/-- The two-particle density matrix is positive semidefinite on every finite set of
orbital pairs. -/
theorem rdm2_nonneg (h : IsCAR a c) (ψ : H) (P : Finset (ι × ι)) (x : ι × ι → ℂ) :
    0 ≤ ∑ i ∈ P, ∑ j ∈ P, conj (x i) * rdm2 a c ψ i.1 i.2 j.1 j.2 * x j := by
  have key := gram_form P (fun i : ι × ι => a i.2 (a i.1 ψ)) x
  simp only [inner_pair_removed h] at key
  rw [key]
  exact Complex.zero_le_real.mpr (sq_nonneg _)
```

Q: That concerns states with two electrons removed. What about the contracted functions themselves?

A: Fix two different empty orbitals $p$ and $q$, and set $r=p$, $s=q$. The delta factor becomes $1\cdot1-0\cdot0=1$, so the contracted functions have the same overlap matrix $\Gamma$. Applying the norm identity to them gives the next theorem. The condition `hpq` is there because of the Pauli principle: for $p=q$ the contracted functions vanish, whatever $\Gamma$ is.

```lean
/-- For two different empty orbitals `p` and `q`, the squared norm of a combination of
contracted functions is the quadratic form of the two-particle density matrix. -/
theorem contracted_norm_sq (h : IsCAR a c) {ψ : H} {p q : ι} (hpq : p ≠ q)
    (hp : a p ψ = 0) (hq : a q ψ = 0) (P : Finset (ι × ι)) (x : ι × ι → ℂ) :
    ((‖∑ i ∈ P, x i • contracted a c ψ p q i.1 i.2‖ ^ 2 : ℝ) : ℂ) =
      ∑ i ∈ P, ∑ j ∈ P, conj (x i) * rdm2 a c ψ i.1 i.2 j.1 j.2 * x j := by
  rw [← gram_form]
  refine Finset.sum_congr rfl fun i _ => Finset.sum_congr rfl fun j _ => ?_
  rw [doubly_external_overlap h hp hq]
  simp [delta, hpq]
```

Q: Then which vectors may I discard?

A: Exactly those in the kernel of $\Gamma$ restricted to `P`:

$$\sum_{i\in P}x_i\,c_pc_qa_{u_i}a_{t_i}\psi=0\iff\sum_{j\in P}\Gamma_{ij}x_j=0\ \text{ for all } i\in P,$$

where $i=(t_i,u_i)$. From left to right, take the inner product of the vanishing sum with each contracted function. From right to left, $\Gamma x=0$ makes the quadratic form zero, hence the squared norm, hence the vector.

```lean
/-- For two different empty orbitals, a combination of contracted functions vanishes exactly
when the two-particle density matrix annihilates its coefficients. -/
theorem contracted_redundancy (h : IsCAR a c) {ψ : H} {p q : ι} (hpq : p ≠ q)
    (hp : a p ψ = 0) (hq : a q ψ = 0) (P : Finset (ι × ι)) (x : ι × ι → ℂ) :
    ∑ i ∈ P, x i • contracted a c ψ p q i.1 i.2 = 0 ↔
      ∀ i ∈ P, ∑ j ∈ P, rdm2 a c ψ i.1 i.2 j.1 j.2 * x j = 0 := by
  constructor
  · intro h0 i _
    -- project the vanishing combination on each contracted function
    have key := congrArg (fun y => ⟪contracted a c ψ p q i.1 i.2, y⟫_ℂ) h0
    simp only [inner_sum, inner_smul_right, inner_zero_right,
      doubly_external_overlap h hp hq] at key
    rw [← key]
    refine Finset.sum_congr rfl fun j _ => ?_
    simp [delta, hpq, mul_comm]
  · intro h0
    have key := contracted_norm_sq h hpq hp hq P x
    have zero : ∑ i ∈ P, ∑ j ∈ P,
        conj (x i) * rdm2 a c ψ i.1 i.2 j.1 j.2 * x j = 0 := by
      refine Finset.sum_eq_zero fun i hi => ?_
      simp only [mul_assoc]
      rw [← Finset.mul_sum, h0 i hi, mul_zero]
    rw [zero] at key
    exact norm_eq_zero.mp (pow_eq_zero_iff two_ne_zero |>.mp (Complex.ofReal_eq_zero.mp key))
```

If `P` contains both $(t,u)$ and $(u,t)$, part of this kernel is mere antisymmetry; keeping only $t<u$ removes it. The theorem concerns exact null vectors. A threshold for small eigenvalues remains a numerical decision.

Q: You assumed a structure full of relations. How do I know that any operators satisfy it?

A: The file builds some, by adding one fermionic mode at a time. The new mode is called `none`. Its annihilator maps the filled half of the doubled space to the empty half, and each older annihilator acquires a minus sign on the filled half. That is the Jordan–Wigner sign.

```lean
/-- The Jordan–Wigner step: one new mode `none` is added to the annihilation matrices `A`. -/
def addMode {κ n : Type*} [DecidableEq n] (A : κ → Matrix n n ℂ) :
    Option κ → Matrix (n ⊕ n) (n ⊕ n) ℂ
  | none => fromBlocks 0 1 0 0
  | some p => fromBlocks (A p) 0 0 (-A p)
```

For matrices, the conjugate transpose plays the creator, and the relations read as follows.

```lean
/-- The canonical anticommutation relations for annihilation matrices. -/
def MatCAR {κ n : Type*} [DecidableEq κ] [Fintype n] [DecidableEq n]
    (A : κ → Matrix n n ℂ) : Prop :=
  (∀ p q, A p * A q + A q * A p = 0) ∧
    ∀ p q, A p * (A q)ᴴ + (A q)ᴴ * A p = delta p q • (1 : Matrix n n ℂ)
```

The step preserves them. The proof distinguishes new and old modes for each of the two labels and multiplies the blocks; the signs cancel the mixed terms.

```lean
/-- The Jordan–Wigner step preserves the canonical anticommutation relations. -/
theorem addMode_car {κ n : Type*} [DecidableEq κ] [Fintype n] [DecidableEq n]
    {A : κ → Matrix n n ℂ} (h : MatCAR A) : MatCAR (addMode A) := by
  constructor
  · rintro (_ | p) (_ | q) <;>
      simp [addMode, fromBlocks_multiply, fromBlocks_add, h.1]
  · rintro (_ | p) (_ | q) <;> rw [← fromBlocks_one, fromBlocks_smul] <;>
      simp [addMode, fromBlocks_multiply, fromBlocks_conjTranspose, fromBlocks_add, h.2, delta]
```

A matrix then becomes an operator on Euclidean space, where the conjugate transpose is the adjoint.

```lean
/-- The operator on Euclidean space given by a square matrix. -/
def matOp {n : Type*} [Fintype n] (A : Matrix n n ℂ) :
    EuclideanSpace ℂ n →ₗ[ℂ] EuclideanSpace ℂ n where
  toFun x := WithLp.toLp 2 (A *ᵥ x.ofLp)
  map_add' x y := by simp [mulVec_add]
  map_smul' k x := by simp [mulVec_smul]
```

Starting from no modes and a one-dimensional space, four steps give a 16-dimensional Fock space.

```lean
/-- The annihilation matrices of four fermionic modes. -/
def fourMode := addMode (addMode (addMode (addMode (fun _ : Empty => (0 : Matrix Unit Unit ℂ)))))
```

The test state has the two modes added last empty and the other two filled. In the nested labels, `.inl` means empty and `.inr` filled.

```lean
/-- The basis state with the two outer modes empty and the two inner modes filled. -/
def pairState : EuclideanSpace ℂ ((((Unit ⊕ Unit) ⊕ (Unit ⊕ Unit)) ⊕
    ((Unit ⊕ Unit) ⊕ (Unit ⊕ Unit))) ⊕ (((Unit ⊕ Unit) ⊕ (Unit ⊕ Unit)) ⊕
    ((Unit ⊕ Unit) ⊕ (Unit ⊕ Unit)))) :=
  WithLp.toLp 2 (Pi.single (.inl (.inl (.inr (.inr ())))) 1)
```

Q: And what does this example establish?

A: That the hypotheses are satisfied by a state for which the result says something. The operators obey `IsCAR`, two different modes are empty, and removing the electrons from the other two modes leaves a nonzero vector, so $\Gamma$ has a nonzero diagonal element. The proof transfers the matrix relations to the operators, checks the two empty modes component by component, and finds a nonzero amplitude on the vacuum.

```lean
/-- The four-mode matrices obey the relations `IsCAR`; two modes are empty in `pairState`, and
removing electrons from the other two gives a nonzero state. -/
theorem fourMode_witness :
    IsCAR (fun p => matOp (fourMode p)) (fun p => matOp (fourMode p)ᴴ) ∧
    matOp (fourMode none) pairState = 0 ∧ matOp (fourMode (some none)) pairState = 0 ∧
    matOp (fourMode (some (some none)))
      (matOp (fourMode (some (some (some none)))) pairState) ≠ 0 := by
  have hcar : MatCAR fourMode :=
    addMode_car (addMode_car (addMode_car (addMode_car ⟨fun p => p.elim, fun p => p.elim⟩)))
  refine ⟨⟨fun p x y => ?_, fun p q x => ?_, fun p q x => ?_⟩, ?_, ?_, ?_⟩
  · simp only [EuclideanSpace.inner_eq_star_dotProduct, matOp, LinearMap.coe_mk, AddHom.coe_mk]
    rw [star_mulVec, conjTranspose_conjTranspose, dotProduct_comm, ← dotProduct_mulVec,
      dotProduct_comm]
  · simp only [matOp, LinearMap.coe_mk, AddHom.coe_mk, mulVec_mulVec]
    rw [← WithLp.toLp_add, ← add_mulVec, hcar.1, zero_mulVec, WithLp.toLp_zero]
  · simp only [matOp, LinearMap.coe_mk, AddHom.coe_mk, mulVec_mulVec]
    rw [← WithLp.toLp_add, ← add_mulVec, hcar.2, smul_mulVec, one_mulVec, WithLp.toLp_smul]
  · ext j
    rcases j with j | j <;> simp [matOp, pairState, fourMode, addMode]
  · ext j
    rcases j with (j | j) | j <;> simp [matOp, pairState, fourMode, addMode]
  · intro h0
    -- the amplitude on the vacuum is nonzero
    have key := congrArg (fun x => x.ofLp (.inl (.inl (.inl (.inl ()))))) h0
    simp only [matOp, LinearMap.coe_mk, AddHom.coe_mk, mulVec_mulVec] at key
    simp [pairState, fourMode, addMode, fromBlocks_multiply] at key

end

end DoublyExternalOverlap
```

Q: So may I use the same shortcut for excitations with only one virtual orbital?

A: Not with this matrix. Those functions contain a different string of active operators, and their metric needs its own derivation. The theorems here treat two created electrons in spin orbitals; spin-adapted combinations would also have to be worked out from them.

```lean
#print axioms DoublyExternalOverlap.doubly_external_overlap
-- 'DoublyExternalOverlap.doubly_external_overlap' depends on axioms: [propext, Classical.choice, Quot.sound]
#print axioms DoublyExternalOverlap.rdm2_nonneg
-- 'DoublyExternalOverlap.rdm2_nonneg' depends on axioms: [propext, Classical.choice, Quot.sound]
#print axioms DoublyExternalOverlap.contracted_redundancy
-- 'DoublyExternalOverlap.contracted_redundancy' depends on axioms: [propext, Classical.choice, Quot.sound]
```
